# A uniform positive edge energy moves a box crystal with unequal facet tensions off the Wulff ratio

A small crystal has the shape of a box with a square base of side $a$ and height $c$. Its side facets cost energy $g_1$ per unit area and its top and bottom facets $g_3$; these energies per area are called facet tensions here. If facets were all that counted, the best shape at fixed volume would have the Wulff ratio $c/a=g_3/g_1$, whatever the size of the crystal. But an edge can carry an energy of its own, beyond what the facet areas account for, and for a given shape a smaller crystal has more edge per unit of surface. What shape is best when the edges cost energy too?

Let $\beta$ be the excess energy per unit length of edge, the same for all twelve edges and independent of size. Missing neighbours at an edge do not by themselves make $\beta$ positive, because the facet terms already count broken bonds; $\beta\ge0$ is an assumption of the results on equilibrium below. The box has four side facets of area $ac$, two base facets of area $a^2$, eight edges of length $a$ and four of length $c$, so

$$E(a,c)=4g_1ac+2g_3a^2+\beta(8a+4c).$$

```lean
import Mathlib

open Set

namespace WulffEdgeEnergy
```

In Lean all quantities are real numbers in consistent units, and `g1`, `g3`, `β` stand for $g_1,g_3,\beta$.

```lean
/-- Energy of a box with square base of side `a` and height `c`: four side facets of tension `g1`,
two base facets of tension `g3`, and twelve edges of energy `β` per unit length. -/
def energy (g1 g3 β a c : ℝ) : ℝ :=
  4 * g1 * a * c + 2 * g3 * a ^ 2 + β * (8 * a + 4 * c)
```

Equilibrium means least energy among all boxes with positive sides and the same volume $V=a^2c$. `IsEquilibrium` states this as a global comparison, with no stationarity condition built in. The competitors are square-based boxes only: bevelled edges, other facets and a substrate are left out, and lengths vary continuously.

```lean
/-- The box `a × a × c` has volume `V` and the least energy among all boxes with square base
and that volume. -/
def IsEquilibrium (g1 g3 β V a c : ℝ) : Prop :=
  0 < a ∧ 0 < c ∧ a ^ 2 * c = V ∧
    ∀ a' c' : ℝ, 0 < a' → 0 < c' → a' ^ 2 * c' = V →
      energy g1 g3 β a c ≤ energy g1 g3 β a' c'
```

## (a) Comparing two boxes of equal volume

**Task.** Let $a'^2c'=a^2c$ with $a,a'>0$. With $d=a'-a$, split the energy difference into a part with the factor $d^2$, whose coefficient $K$ may still depend on $a'$, and a part linear in $d$:

$$E(a',c')-E(a,c)=d^2K+4d\left[(g_3a+2\beta)-\frac ca(g_1a+2\beta)\right],$$

$$K=2g_3+\frac{4g_1c}{a'}+\frac{4\beta c(2a'+a)}{a'^2a}.$$

**Solution.** Since $c'=a^2c/a'^2$, the three changes are

$$a'c'-ac=-\frac{acd}{a'}=-cd+\frac{cd^2}{a'},\qquad a'^2-a^2=2ad+d^2,$$

$$c'-c=-\frac{cd(a+a')}{a'^2}=-\frac{2cd}{a}+\frac{cd^2(2a'+a)}{a'^2a}.$$

The last step uses $2a'^2-aa'-a^2=(a'-a)(2a'+a)$. Multiply the changes by $4g_1$, $2g_3$ and $4\beta$, and add $8\beta d$ for the base edges. The terms in $d^2$ give $K$, and the linear terms give $4d\,[g_3a+2\beta-g_1c-2\beta c/a]$, which is the stated bracket.

`energy_excess` needs no signs for the coefficients. Its proof substitutes the same $c'$, then `field_simp` clears denominators and `ring` compares the polynomials.

```lean
variable {g1 g3 β V a c : ℝ}

/-- Exact energy difference of two boxes of equal volume and positive base sides: the square of the
change of base side times a coefficient that depends on both boxes, plus a term linear in the
change. -/
theorem energy_excess (g1 g3 β : ℝ) {a c a' c' : ℝ} (ha' : 0 < a') (ha : 0 < a)
    (hV : a' ^ 2 * c' = a ^ 2 * c) :
    energy g1 g3 β a' c' - energy g1 g3 β a c =
      (a' - a) ^ 2 * (2 * g3 + 4 * g1 * c / a' + 4 * β * c * (2 * a' + a) / (a' ^ 2 * a))
      + 4 * (a' - a) * ((g3 * a + 2 * β) - c / a * (g1 * a + 2 * β)) := by
  have hc : c' = a ^ 2 * c / a' ^ 2 := by
    rw [eq_div_iff (by positivity)]
    linarith
  rw [hc]
  unfold energy
  field_simp
  ring
```

## (b) A sufficient condition for strictly least energy

**Task.** Let $g_1,g_3>0$, $\beta\ge0$ and $a,c>0$, and suppose that

$$\frac ca=\frac{g_3a+2\beta}{g_1a+2\beta}.$$

Show that $E(a,c)<E(a',c')$ for every box of the same volume with $a'>0$ and $a'\ne a$.

**Solution.** The condition makes the bracket in (a) zero, so the difference is $d^2K$. Here $d^2>0$ because $a'\neq a$, and $K>0$ because $2g_3>0$ and the other terms are non-negative.

In the Lean proof `hs` removes the linear term, `hsq` and `hK` give the two positive factors, and `mul_pos` multiplies them.

```lean
/-- For positive facet tensions and non-negative edge energy, a box that obeys the ratio law has
strictly less energy than any box of the same volume with a different base side. -/
theorem energy_lt_of_ratio (hg1 : 0 < g1) (hg3 : 0 < g3) (hβ : 0 ≤ β) (ha : 0 < a) (hc : 0 < c)
    (hr : c / a = (g3 * a + 2 * β) / (g1 * a + 2 * β)) {a' c' : ℝ} (ha' : 0 < a')
    (hV : a' ^ 2 * c' = a ^ 2 * c) (hne : a' ≠ a) :
    energy g1 g3 β a c < energy g1 g3 β a' c' := by
  have hD : 0 < g1 * a + 2 * β := by positivity
  have h := energy_excess g1 g3 β ha' ha hV
  -- the ratio law removes the linear term
  have hs : (g3 * a + 2 * β) - c / a * (g1 * a + 2 * β) = 0 := by
    rw [hr, div_mul_cancel₀ _ hD.ne', sub_self]
  rw [hs, mul_zero, add_zero] at h
  have hsq : 0 < (a' - a) ^ 2 := pow_pos_of_ne hne
  have hK : 0 < 2 * g3 + 4 * g1 * c / a' + 4 * β * c * (2 * a' + a) / (a' ^ 2 * a) := by
    positivity
  have := mul_pos hsq hK
  linarith
where
  pow_pos_of_ne {x y : ℝ} (h : x ≠ y) : 0 < (x - y) ^ 2 :=
    lt_of_le_of_ne (sq_nonneg _) (pow_ne_zero 2 (sub_ne_zero.2 h)).symm
```

## (c) The slope of the energy at fixed volume

**Task.** Fix $V$ and let the base side $x$ vary, with height $V/x^2$. Show that at $x=a>0$

$$\frac{d}{dx}E\!\left(x,\frac V{x^2}\right)\bigg|_{x=a}=4\left[(g_3a+2\beta)-\frac V{a^3}(g_1a+2\beta)\right].$$

**Solution.** The function is $4g_1V/x+2g_3x^2+8\beta x+4\beta V/x^2$. Its derivative at $a$ is

$$-\frac{4g_1V}{a^2}+4g_3a+8\beta-\frac{8\beta V}{a^3},$$

and collecting the terms with $V$ gives the result.

`HasDerivAt` says both that the derivative exists and what it equals. The proof assembles it from the rules for sums, products and quotients.

```lean
/-- Derivative of the energy with respect to the base side at fixed volume `V`, for a positive
base side. -/
theorem hasDerivAt_energy (g1 g3 β V : ℝ) (ha : 0 < a) :
    HasDerivAt (fun x => energy g1 g3 β x (V / x ^ 2))
      (4 * ((g3 * a + 2 * β) - V / a ^ 3 * (g1 * a + 2 * β))) a := by
  have h2 : HasDerivAt (fun x : ℝ => x ^ 2) (2 * a) a := by
    simpa using hasDerivAt_pow 2 a
  have hc : HasDerivAt (fun x : ℝ => V / x ^ 2) ((0 * a ^ 2 - V * (2 * a)) / (a ^ 2) ^ 2) a :=
    (hasDerivAt_const a V).fun_div h2 (by positivity)
  have hid := hasDerivAt_id' a
  have h := (((hid.const_mul (4 * g1)).fun_mul hc).fun_add (h2.const_mul (2 * g3))).fun_add
    (((hid.const_mul 8).fun_add (hc.const_mul 4)).const_mul β)
  refine h.congr_deriv ?_
  field_simp
  ring
```

## (d) Equilibrium is equivalent to the ratio law

**Task.** For $g_1,g_3>0$ and $\beta\ge0$, show that a box is an equilibrium box of volume $V$ exactly when

$$a,c>0,\qquad a^2c=V,\qquad \frac ca=\frac{g_3a+2\beta}{g_1a+2\beta}.$$

**Solution.** Let the box be an equilibrium box. Every nearby $x>0$ gives an admissible box of volume $V$, so the function in (c) has a local minimum at $a$ and its slope there is zero. As $V/a^3=c/a$, the ratio law follows on dividing by $g_1a+2\beta>0$.

Conversely, let the box obey the law. A competitor with $a'\ne a$ has more energy by (b). One with $a'=a$ has $c'=c$, hence the same energy.

In Lean, `hev` is the local minimum and `IsLocalMin.hasDerivAt_eq_zero` makes the slope zero. The converse splits on `a' = a`. At $\beta=0$ the law is the Wulff ratio of this family of boxes; the general Wulff construction over arbitrary shapes plays no part.

```lean
/-- For positive facet tensions and non-negative edge energy, the equilibrium boxes of volume `V`
are exactly the boxes of that volume with `c / a = (g3 a + 2β) / (g1 a + 2β)`. -/
theorem isEquilibrium_iff (hg1 : 0 < g1) (hg3 : 0 < g3) (hβ : 0 ≤ β) :
    IsEquilibrium g1 g3 β V a c ↔
      0 < a ∧ 0 < c ∧ a ^ 2 * c = V ∧ c / a = (g3 * a + 2 * β) / (g1 * a + 2 * β) := by
  constructor
  · rintro ⟨ha, hc, hV, hmin⟩
    refine ⟨ha, hc, hV, ?_⟩
    have hD : 0 < g1 * a + 2 * β := by positivity
    have hVp : 0 < V := by rw [← hV]; positivity
    have hca : V / a ^ 2 = c := by rw [← hV]; field_simp
    have hca' : V / a ^ 3 = c / a := by rw [← hV]; field_simp
    -- a minimum at fixed volume is a stationary point in the base side
    have hev : ∀ᶠ x in nhds a,
        energy g1 g3 β a (V / a ^ 2) ≤ energy g1 g3 β x (V / x ^ 2) := by
      filter_upwards [Ioi_mem_nhds ha] with x hx
      have hx' : 0 < x := hx
      rw [hca]
      exact hmin x (V / x ^ 2) hx' (by positivity) (by field_simp)
    have h0 := IsLocalMin.hasDerivAt_eq_zero
      (f := fun x => energy g1 g3 β x (V / x ^ 2)) hev (hasDerivAt_energy g1 g3 β V ha)
    rw [hca'] at h0
    rw [eq_div_iff hD.ne']
    linarith
  · rintro ⟨ha, hc, hV, hr⟩
    refine ⟨ha, hc, hV, fun a' c' ha' _ hV' => ?_⟩
    by_cases h : a' = a
    · rw [h, ← hV] at hV'
      rw [h, mul_left_cancel₀ (pow_ne_zero 2 ha.ne') hV']
    · exact (energy_lt_of_ratio hg1 hg3 hβ ha hc hr ha' (hV'.trans hV.symm) h).le
```

## (e) One equilibrium box, between the cube and the Wulff ratio

**Task.** Let $g_1,g_3,\beta,V>0$. Show that there is exactly one equilibrium box, that it obeys the ratio law, and that

$$g_1<g_3\Rightarrow 1<\frac ca<\frac{g_3}{g_1},\qquad g_3<g_1\Rightarrow \frac{g_3}{g_1}<\frac ca<1.$$

**Solution.** With $c=V/x^2$, the ratio law for base side $x$ reads $p(x)=0$, where

$$p(x)=x^3(g_3x+2\beta)-V(g_1x+2\beta).$$

Here $p(0)=-2\beta V<0$. Take $M=1+V+Vg_1/g_3$. Since $M\ge1$, we have $M^3\ge M$, so $M^3\ge V$ and $g_3M^3\ge g_1V$. Therefore

$$p(M)=M(g_3M^3-g_1V)+2\beta(M^3-V)\ge0.$$

The intermediate value theorem gives a root $x>0$, and (d) makes its box an equilibrium box. A second one with a different base side would have strictly more energy by (b), so it could not be a minimizer; an equal base side forces equal height.

Now write $a$ for the root. If $g_1<g_3$, then $g_3a+2\beta>g_1a+2\beta$ gives the lower bound. The upper bound is $g_1(g_3a+2\beta)<g_3(g_1a+2\beta)$, which reduces to $2\beta g_1<2\beta g_3$. For $g_3<g_1$ both inequalities reverse.

The Lean proof follows this order, with `intermediate_value_Icc` for the root and `nlinarith` for the bounds after clearing denominators.

```lean
/-- For positive tensions, edge energy and volume there is exactly one equilibrium box. It obeys
the ratio law, and for `g1 ≠ g3` its aspect ratio lies strictly between 1 and `g3 / g1`. -/
theorem edge_energy_breaks_wulff (hg1 : 0 < g1) (hg3 : 0 < g3) (hβ : 0 < β) (hV : 0 < V) :
    ∃ a c : ℝ, IsEquilibrium g1 g3 β V a c ∧
      (∀ a' c' : ℝ, IsEquilibrium g1 g3 β V a' c' → a' = a ∧ c' = c) ∧
      c / a = (g3 * a + 2 * β) / (g1 * a + 2 * β) ∧
      (g1 < g3 → 1 < c / a ∧ c / a < g3 / g1) ∧
      (g3 < g1 → g3 / g1 < c / a ∧ c / a < 1) := by
  -- a base side obeying the ratio law exists by the intermediate value theorem
  obtain ⟨x, hx, hroot⟩ : ∃ x : ℝ, 0 < x ∧
      x ^ 3 * (g3 * x + 2 * β) - V * (g1 * x + 2 * β) = 0 := by
    let f : ℝ → ℝ := fun x => x ^ 3 * (g3 * x + 2 * β) - V * (g1 * x + 2 * β)
    have hq : 0 < V * g1 / g3 := by positivity
    obtain ⟨M, hM⟩ : ∃ M : ℝ, M = 1 + V + V * g1 / g3 := ⟨_, rfl⟩
    have hM1 : 1 ≤ M := by linarith
    have hM3 : M ≤ M ^ 3 := le_self_pow₀ hM1 (by norm_num)
    have h1 : V ≤ M ^ 3 := by linarith
    have h2 : V * g1 ≤ M ^ 3 * g3 := (div_le_iff₀ hg3).1 (by linarith)
    have hf0 : f 0 < 0 := by
      have := mul_pos hV hβ
      simp only [f]
      linarith
    have hfM : 0 ≤ f M := by
      have h3 := mul_le_mul_of_nonneg_right h2 (by linarith : 0 ≤ M)
      have h4 := mul_le_mul_of_nonneg_right h1 hβ.le
      simp only [f]
      linarith
    have hcont : ContinuousOn f (Icc 0 M) := by
      apply Continuous.continuousOn
      fun_prop
    obtain ⟨x, hx, hfx⟩ := intermediate_value_Icc (by linarith : (0 : ℝ) ≤ M) hcont
      ⟨hf0.le, hfM⟩
    refine ⟨x, lt_of_le_of_ne hx.1 ?_, hfx⟩
    intro h
    rw [← h] at hfx
    linarith
  have hD : 0 < g1 * x + 2 * β := by positivity
  have hc : 0 < V / x ^ 2 := by positivity
  have hvol : x ^ 2 * (V / x ^ 2) = V := by field_simp
  have hr : V / x ^ 2 / x = (g3 * x + 2 * β) / (g1 * x + 2 * β) := by
    rw [div_div, div_eq_div_iff (by positivity) hD.ne']
    linarith
  have heq := (isEquilibrium_iff hg1 hg3 hβ.le).2 ⟨hx, hc, hvol, hr⟩
  refine ⟨x, V / x ^ 2, heq, ?_, hr, ?_, ?_⟩
  · rintro a' c' ⟨ha', _, hV', hmin⟩
    -- a second minimizer would contradict the strict inequality
    have h : a' = x := by
      by_contra hne
      exact not_lt_of_ge (hmin x _ hx hc hvol)
        (energy_lt_of_ratio hg1 hg3 hβ.le hx hc hr ha' (hV'.trans hvol.symm) hne)
    rw [h] at hV'
    exact ⟨h, mul_left_cancel₀ (pow_ne_zero 2 hx.ne') (hV'.trans hvol.symm)⟩
  · intro h
    rw [hr, lt_div_iff₀ hD, div_lt_div_iff₀ hD hg1]
    constructor
    · nlinarith [mul_pos hx (sub_pos.2 h)]
    · nlinarith [mul_pos hβ (sub_pos.2 h)]
  · intro h
    rw [hr, div_lt_iff₀ hD, div_lt_div_iff₀ hg1 hD]
    constructor
    · nlinarith [mul_pos hβ (sub_pos.2 h)]
    · nlinarith [mul_pos hx (sub_pos.2 h)]
```

## (f) The size of the deviation

**Task.** For $g_1,g_3>0$ and $\beta\ge0$, show that an equilibrium box satisfies

$$\frac ca-\frac{g_3}{g_1}=\frac{2\beta(g_1-g_3)}{g_1(g_1a+2\beta)}.$$

**Solution.** Insert the ratio law and use a common denominator. The numerator is $g_1(g_3a+2\beta)-g_3(g_1a+2\beta)=2\beta(g_1-g_3)$.

The proof takes the law from `isEquilibrium_iff` and ends with `ring`.

```lean
/-- Exact deviation of the equilibrium aspect ratio from `g3 / g1`, for positive facet tensions
and non-negative edge energy. -/
theorem wulff_deviation (hg1 : 0 < g1) (hg3 : 0 < g3) (hβ : 0 ≤ β)
    (h : IsEquilibrium g1 g3 β V a c) :
    c / a - g3 / g1 = 2 * β * (g1 - g3) / (g1 * (g1 * a + 2 * β)) := by
  obtain ⟨ha, _, _, hr⟩ := (isEquilibrium_iff hg1 hg3 hβ).1 h
  have hD : 0 < g1 * a + 2 * β := by positivity
  rw [hr, div_sub_div _ _ hD.ne' hg1.ne', div_eq_div_iff (by positivity) (by positivity)]
  ring
```

## (g) When the Wulff ratio survives

**Task.** Let $g_1,g_3>0$, $g_1\ne g_3$ and $\beta\ge0$. Show that for an equilibrium box

$$\frac ca=\frac{g_3}{g_1}\iff\beta=0.$$

**Solution.** The ratio is the Wulff ratio exactly when the fraction in (f) is zero. Its denominator is positive and $g_1-g_3\ne0$, so this means $\beta=0$.

Lean rewrites the equality as a vanishing difference and applies (f).

```lean
/-- For unequal positive facet tensions and non-negative edge energy, an equilibrium box has the
Wulff ratio `g3 / g1` exactly when the edge energy vanishes. -/
theorem wulff_ratio_iff (hg1 : 0 < g1) (hg3 : 0 < g3) (hβ : 0 ≤ β) (hne : g1 ≠ g3)
    (h : IsEquilibrium g1 g3 β V a c) : c / a = g3 / g1 ↔ β = 0 := by
  have ha : 0 < a := h.1
  have hD : g1 * (g1 * a + 2 * β) ≠ 0 := by positivity
  rw [← sub_eq_zero, wulff_deviation hg1 hg3 hβ h, div_eq_zero_iff]
  simp [hD, sub_ne_zero.2 hne]
```

## (h) Large crystals

**Task.** Let $g_1,g_3>0$, $\beta\ge0$ and $\varepsilon>0$. Find $V_0$ such that every equilibrium box with $V>V_0$ has

$$\left|\frac ca-\frac{g_3}{g_1}\right|<\varepsilon.$$

**Solution.** Put $A=2\beta|g_1-g_3|/(g_1^2\varepsilon)$ and $V_0=A^3(1+g_3/g_1)$. The ratio law gives $c/a\le1+g_3/g_1$, because

$$g_3a+2\beta\le\left(1+\frac{g_3}{g_1}\right)(g_1a+2\beta).$$

If $a\le A$, then $V=a^3(c/a)\le V_0$. So $V>V_0$ forces $a>A$, that is, $2\beta|g_1-g_3|<\varepsilon g_1^2a\le\varepsilon g_1(g_1a+2\beta)$. Dividing by $g_1(g_1a+2\beta)$ and using (f) gives the claim.

In Lean, `hK` bounds the ratio and `hA` is $a>A$. Within this box model with a single constant edge energy, the aspect ratio of large equilibrium boxes thus approaches the ratio of the facet tensions, and by (f) a deviation from it at finite size is present only if the edges cost energy.

```lean
/-- For positive facet tensions and non-negative edge energy, the aspect ratio of equilibrium boxes
comes arbitrarily close to `g3 / g1` once the volume is large enough. -/
theorem wulff_large_crystal (hg1 : 0 < g1) (hg3 : 0 < g3) (hβ : 0 ≤ β) {ε : ℝ} (hε : 0 < ε) :
    ∃ V₀ : ℝ, ∀ V a c : ℝ, V₀ < V → IsEquilibrium g1 g3 β V a c →
      |c / a - g3 / g1| < ε := by
  refine ⟨(2 * β * |g1 - g3| / (g1 ^ 2 * ε)) ^ 3 * (1 + g3 / g1), fun V a c hV h => ?_⟩
  obtain ⟨ha, hc, hvol, hr⟩ := (isEquilibrium_iff hg1 hg3 hβ).1 h
  have hD : 0 < g1 * a + 2 * β := by positivity
  have hD' : 0 < g1 * (g1 * a + 2 * β) := by positivity
  have hK : c / a ≤ 1 + g3 / g1 := by
    have e : g3 / g1 * (g1 * a) = g3 * a := by field_simp
    have p1 : 0 ≤ g3 / g1 * (2 * β) := by positivity
    have p2 : 0 < g1 * a := by positivity
    rw [hr, div_le_iff₀ hD]
    linarith
  -- a large volume forces a large base side
  have hA : 2 * β * |g1 - g3| / (g1 ^ 2 * ε) < a := by
    by_contra hcon
    have hle := not_lt.1 hcon
    have e : V = a ^ 3 * (c / a) := by rw [← hvol]; field_simp
    have : a ^ 3 * (c / a) ≤
        (2 * β * |g1 - g3| / (g1 ^ 2 * ε)) ^ 3 * (1 + g3 / g1) := by gcongr
    linarith
  rw [div_lt_iff₀ (by positivity)] at hA
  have habs : |2 * β * (g1 - g3) / (g1 * (g1 * a + 2 * β))| =
      2 * β * |g1 - g3| / (g1 * (g1 * a + 2 * β)) := by
    rw [abs_div, abs_of_pos hD', abs_mul, abs_of_nonneg (by positivity : 0 ≤ 2 * β)]
  rw [wulff_deviation hg1 hg3 hβ h, habs, div_lt_iff₀ hD']
  have : 0 ≤ ε * g1 * (2 * β) := by positivity
  linarith

end WulffEdgeEnergy
```

```lean
#print axioms WulffEdgeEnergy.edge_energy_breaks_wulff
-- 'WulffEdgeEnergy.edge_energy_breaks_wulff' depends on axioms: [propext, Classical.choice, Quot.sound]
#print axioms WulffEdgeEnergy.wulff_ratio_iff
-- 'WulffEdgeEnergy.wulff_ratio_iff' depends on axioms: [propext, Classical.choice, Quot.sound]
#print axioms WulffEdgeEnergy.wulff_large_crystal
-- 'WulffEdgeEnergy.wulff_large_crystal' depends on axioms: [propext, Classical.choice, Quot.sound]
```
